# Scaling orthonormal orbitals by a real factor t multiplies the orbital minimisation functional by 2t² − t⁴

In a non-interacting model with a finite basis and finitely many orbitals, the columns of `C` are orthonormal orbitals and `H` is any complex square matrix, not assumed Hermitian. The theorem says that for the scaled orbitals tC, with t real, the functional tr((2 − M) CᴴHC), where M is the overlap matrix and both factors are formed from the scaled orbitals, equals 2t² − t⁴ times the band energy of the original orthonormal ones. The scaled orbitals are in general not normalised, and the functional is evaluated on them as they stand. The proof first shows that scaling multiplies both the overlap matrix and the matrix CᴴHC by t², then substitutes these into the trace and finishes with algebra.

An attempt in Lean 4 with a fault in it:

```lean
import Mathlib

open Matrix
open scoped ComplexOrder

namespace OrbitalMinimisation

noncomputable section

variable {n k : Type*} [Fintype n] [Fintype k] [DecidableEq k]

/-- The overlap matrix `M = Cᴴ C` of the orbitals stored in the columns of `C`. -/
def overlap (C : Matrix n k ℂ) : Matrix k k ℂ := Cᴴ * C

/-- The band energy `tr (M⁻¹ Cᴴ H C)` of the space spanned by the orbitals,
for orbitals with invertible overlap `M`. -/
def bandEnergy (H : Matrix n n ℂ) (C : Matrix n k ℂ) : ℂ :=
  trace ((overlap C)⁻¹ * (Cᴴ * H * C))

/-- The orbital minimisation functional `tr ((2 - M) Cᴴ H C)`, which contains no inverse. -/
def omEnergy (H : Matrix n n ℂ) (C : Matrix n k ℂ) : ℂ :=
  trace ((2 - overlap C) * (Cᴴ * H * C))

/-- Scaling orthonormal orbitals by a real factor `t` gives the orbital minimisation functional
the value `2 t² - t⁴` times their band energy. -/
theorem omEnergy_scaled (H : Matrix n n ℂ) {C : Matrix n k ℂ} (h : overlap C = 1) (t : ℝ) :
    omEnergy H ((t : ℂ) • C) = ((2 * t ^ 2 - t ^ 4 : ℝ) : ℂ) * bandEnergy H C := by
  have ho : overlap ((t : ℂ) • C) = ((t : ℂ) ^ 2) • (1 : Matrix k k ℂ) := by
    rw [← h]
    simp [overlap, Matrix.conjTranspose_smul, smul_smul, pow_two]
  have hA : ((t : ℂ) • C)ᴴ * H * ((t : ℂ) • C) = ((t : ℂ) ^ 2) • (Cᴴ * H * C) := by
    simp [Matrix.conjTranspose_smul, smul_smul, pow_two]
  have hb : bandEnergy H C = trace (Cᴴ * H * C) := by simp [bandEnergy, h]
  have h2 : (2 : Matrix k k ℂ) = (2 : ℂ) • (1 : Matrix k k ℂ) := by
    rw [two_smul, one_add_one_eq_two]
  rw [omEnergy, ho, hA, hb, h2, ← sub_smul, Matrix.smul_mul, Matrix.one_mul, smul_smul,
    Matrix.trace_smul, smul_eq_mul]
  push_cast
  ring

end

end OrbitalMinimisation
```

Lean reports:

```
Main.lean:28:74: error: unsolved goals
n : Type u_1
k : Type u_2
inst✝² : Fintype n
inst✝¹ : Fintype k
inst✝ : DecidableEq k
H : Matrix n n ℂ
C : Matrix n k ℂ
h : overlap C = 1
t : ℝ
⊢ (t * t) • (Cᴴ * C) = (↑t * ↑t) • (Cᴴ * C)
Main.lean:31:81: error: unsolved goals
n : Type u_1
k : Type u_2
inst✝² : Fintype n
inst✝¹ : Fintype k
inst✝ : DecidableEq k
H : Matrix n n ℂ
C : Matrix n k ℂ
h : overlap C = 1
t : ℝ
ho : overlap (↑t • C) = ↑t ^ 2 • 1
⊢ (t * t) • (Cᴴ * H * C) = (↑t * ↑t) • (Cᴴ * H * C)
```

Diagnosis. Both errors are goals that `simp` left unsolved, in `ho` and in `hA`. The two sides look alike, but on the left the matrix is multiplied by the real number `t * t`, and on the right by the complex number `↑t * ↑t`. `simp` had turned multiplication by the complex number `↑t` into multiplication by the real number `t`. On the right the scalar was a product of two casts, not a single cast, so it stayed complex, and `simp` did not bring the two forms together.

The repair keeps every scalar complex. The new fact `hct` states that the conjugate transpose of `(t : ℂ) • C` is `(t : ℂ) • Cᴴ`, since a real number is its own conjugate. Each failing `simp` becomes a `simp only` that uses `hct` and rules for moving scalars out of products and combining them. None of the listed rules changes a complex scalar into a real one, so both sides reach the same expression and the goals close.

After these edits no error is left:

```diff
@@ -26,9 +26,11 @@
 theorem omEnergy_scaled (H : Matrix n n ℂ) {C : Matrix n k ℂ} (h : overlap C = 1) (t : ℝ) :
     omEnergy H ((t : ℂ) • C) = ((2 * t ^ 2 - t ^ 4 : ℝ) : ℂ) * bandEnergy H C := by
+  have hct : ((t : ℂ) • C)ᴴ = (t : ℂ) • Cᴴ := by
+    rw [Matrix.conjTranspose_smul, Complex.star_def, Complex.conj_ofReal]
   have ho : overlap ((t : ℂ) • C) = ((t : ℂ) ^ 2) • (1 : Matrix k k ℂ) := by
     rw [← h]
-    simp [overlap, Matrix.conjTranspose_smul, smul_smul, pow_two]
+    simp only [overlap, hct, Matrix.smul_mul, Matrix.mul_smul, smul_smul, pow_two]
   have hA : ((t : ℂ) • C)ᴴ * H * ((t : ℂ) • C) = ((t : ℂ) ^ 2) • (Cᴴ * H * C) := by
-    simp [Matrix.conjTranspose_smul, smul_smul, pow_two]
+    simp only [hct, Matrix.smul_mul, Matrix.mul_smul, smul_smul, pow_two]
   have hb : bandEnergy H C = trace (Cᴴ * H * C) := by simp [bandEnergy, h]
   have h2 : (2 : Matrix k k ℂ) = (2 : ℂ) • (1 : Matrix k k ℂ) := by
```
